# For finitely many independent modes with nonnegative, summable weights, the sum over all occupations is the product of the one-mode sums

Take `N` independent modes, each with an occupation number 0, 1, 2, … and a nonnegative weight for every occupation, the weights of each mode having a finite sum. The lemma says that the product of the weights, summed over all joint occupations, converges to the product of the one-mode sums; with Boltzmann factors as weights, this is the factorisation of the partition function of non-interacting modes. The weights need not be normalised, and `N` may be zero. The proof is by induction on `N`: it splits off the first mode, multiplies its sum by that of the remaining modes, and uses `Fin.consEquiv` to match pairs of occupations with occupations of all `N + 1` modes.

An attempt in Lean 4 with a fault in it:

```lean
import Mathlib

open Finset

namespace HarmonicPartitionFunction

noncomputable section

/-- For modes numbered `0, …, N - 1` with nonnegative weights, the sum over all occupations of
the product of the weights is the product of the one-mode sums. -/
theorem hasSum_prod_fin (N : ℕ) : ∀ (f : Fin N → ℕ → ℝ) (a : Fin N → ℝ),
    (∀ s k, 0 ≤ f s k) → (∀ s, HasSum (f s) (a s)) →
    HasSum (fun n : Fin N → ℕ => ∏ s, f s (n s)) (∏ s, a s) := by
  induction N with
  | zero =>
    intro f a _ _
    have h := hasSum_unique (fun n : Fin 0 → ℕ => ∏ s, f s (n s))
    simpa using h
  | succ N ih =>
    intro f a hf ha
    have ih' := ih (fun s => f s.succ) (fun s => a s.succ)
      (fun s k => hf s.succ k) (fun s => ha s.succ)
    -- the double sum over the first mode and the remaining ones converges absolutely
    have hs := (ha 0).summable.mul_of_nonneg ih'.summable (hf 0)
      (fun n => Finset.prod_nonneg fun s _ => hf s.succ (n s))
    have h := (ha 0).mul ih' hs
    rw [← (Fin.consEquiv (fun _ : Fin (N + 1) => ℕ)).hasSum_iff, Fin.prod_univ_succ]
    convert h using 1
    funext p
    simp [Fin.consEquiv, Fin.prod_univ_succ]

end

end HarmonicPartitionFunction
```

Messages:

```
Main.lean:18:4: warning: try 'simp' instead of 'simpa'

Note: This linter can be disabled with `set_option linter.unnecessarySimpa false`
Main.lean:29:4: error: Tactic `apply` failed: could not unify the conclusion of `@funext`
  ?f = ?g
with the goal
  Real.instAddCommMonoid =
    CommRing.toNonUnitalCommRing.toNonUnitalNonAssocCommRing.toNonUnitalNonAssocSemiring.toAddCommMonoid

Note: The full type of `@funext` is
  ∀ {α : Sort ?u.90} {β : α → Sort ?u.89} {f g : (x : α) → β x}, (∀ (x : α), f x = g x) → f = g

case e'_3
N : ℕ
ih :
  ∀ (f : Fin N → ℕ → ℝ) (a : Fin N → ℝ),
    (∀ (s : Fin N) (k : ℕ), 0 ≤ f s k) →
      (∀ (s : Fin N), HasSum (f s) (a s)) → HasSum (fun n => ∏ s, f s (n s)) (∏ s, a s)
f : Fin (N + 1) → ℕ → ℝ
a : Fin (N + 1) → ℝ
hf : ∀ (s : Fin (N + 1)) (k : ℕ), 0 ≤ f s k
ha : ∀ (s : Fin (N + 1)), HasSum (f s) (a s)
ih' : HasSum (fun n => ∏ s, f s.succ (n s)) (∏ s, a s.succ)
hs : Summable fun x => f 0 x.1 * ∏ s, f s.succ (x.2 s)
h : HasSum (fun x => f 0 x.1 * ∏ s, f s.succ (x.2 s)) (a 0 * ∏ s, a s.succ)
⊢ Real.instAddCommMonoid =
    CommRing.toNonUnitalCommRing.toNonUnitalNonAssocCommRing.toNonUnitalNonAssocSemiring.toAddCommMonoid
```

The repair, with which the file compiles:

```diff
@@ -15,6 +15,5 @@
   | zero =>
     intro f a _ _
-    have h := hasSum_unique (fun n : Fin 0 → ℕ => ∏ s, f s (n s))
-    simpa using h
+    simp
   | succ N ih =>
     intro f a hf ha
@@ -25,8 +24,11 @@
       (fun n => Finset.prod_nonneg fun s _ => hf s.succ (n s))
     have h := (ha 0).mul ih' hs
-    rw [← (Fin.consEquiv (fun _ : Fin (N + 1) => ℕ)).hasSum_iff, Fin.prod_univ_succ]
-    convert h using 1
-    funext p
-    simp [Fin.consEquiv, Fin.prod_univ_succ]
+    have hfe : (fun n : Fin (N + 1) → ℕ => ∏ s, f s (n s)) ∘
+        (Fin.consEquiv (fun _ : Fin (N + 1) => ℕ)) =
+        fun x => f 0 x.1 * ∏ s : Fin N, f s.succ (x.2 s) := by
+      funext p
+      simp [Fin.consEquiv, Fin.prod_univ_succ]
+    rw [← (Fin.consEquiv (fun _ : Fin (N + 1) => ℕ)).hasSum_iff, Fin.prod_univ_succ, hfe]
+    exact h
 
 end
```

The error comes from what `convert h using 1` leaves to be proved. It compares the goal with `h` piece by piece, and the first piece left over is not the expected equality of summands but an equality of two additive structures on ℝ: `Real.instAddCommMonoid`, from the goal, and the one that `h` obtains through the commutative ring structure. `funext` proves equalities of functions, so it can't be applied there.

The repair proves the equality of summands first, as `hfe`, with the same `funext` and `simp` as before. Once `hfe` is added to the rewrite, the goal has the same summand and the same value as `h`. `exact h` then closes it, because Lean accepts the two additive structures as equal by definition when it checks the types.

The change in the `zero` case is mere tidying: the warning says that `simp` is enough there, so `h` from `hasSum_unique` isn't needed.
